# A lower bound on polynomial approximation error from alternating signs

In second-order Møller–Plesset perturbation theory for electrons, each term is divided by an energy denominator, a sum of virtual orbital energies minus a sum of occupied ones. Measure it in units of its smallest value, assumed positive, and call it y. If the largest denominator is four times the smallest, y lies in [1, 4]. Suppose 1/y has been replaced by a polynomial p of degree at most n, and the error is too large. Could another polynomial of the same degree do better, and by how much? If the error alternates in sign at n+2 increasing points of [1, 4], no polynomial of degree at most n can bring the largest error on [1, 4] below the smallest error size found at those points. This holds for any real function f in place of 1/y.

```lean
import Mathlib

open Polynomial

namespace AlternationLowerBound
```

The first line loads the mathematical library Mathlib, and the second makes the notation `ℝ[X]` available for polynomials with real coefficients. In Lean a polynomial r is an algebraic object; its value at t is written `r.eval t`, and its degree `r.natDegree`. The zero polynomial has `natDegree` 0, so it counts as having degree at most n.

```lean
/-- A list of `n + 2` real numbers alternates in sign: neighbours have negative product. -/
def Alternates {n : ℕ} (e : Fin (n + 2) → ℝ) : Prop :=
  ∀ i : Fin (n + 1), e i.castSucc * e i.succ < 0
```

The type `Fin (n + 2)` holds the indices 0, …, n+1, so `e` is a list of real numbers e_0, …, e_(n+1). For i = 0, …, n, `i.castSucc` is the index i and `i.succ` is i+1, both taken in the longer list. The definition says

e_i · e_(i+1) < 0 for i = 0, …, n.

```lean
/-- The entries of an alternating list are nonzero. -/
theorem Alternates.ne_zero {n : ℕ} {e : Fin (n + 2) → ℝ} (he : Alternates e)
    (k : Fin (n + 2)) : e k ≠ 0 := by
  refine Fin.cases ?_ (fun j => ?_) k
  · have h1 : e 0 * e (Fin.succ 0) < 0 := he 0
    exact left_ne_zero_of_mul h1.ne
  · exact right_ne_zero_of_mul (he j).ne
```

No entry of such a list is zero, since each is a factor of a negative product. The proof treats e_0 separately, as the left factor of the first product; every later entry is the right factor of some product.

```lean
/-- A real polynomial of degree at most `n` cannot alternate in sign at `n + 2`
increasing points. -/
theorem not_alternates_eval {n : ℕ} {r : ℝ[X]} (hr : r.natDegree ≤ n)
    {x : Fin (n + 2) → ℝ} (hx : StrictMono x) :
    ¬ Alternates (fun i => r.eval (x i)) := by
  intro h
  -- each sign change encloses a root
  have hz : ∀ i : Fin (n + 1), ∃ z, x i.castSucc < z ∧ z < x i.succ ∧ r.eval z = 0 := by
    intro i
    have hi : r.eval (x i.castSucc) * r.eval (x i.succ) < 0 := h i
    have hlt : x i.castSucc < x i.succ := hx (Fin.lt_def.mpr (Nat.lt_succ_self (i : ℕ)))
    have hc : ContinuousOn (fun t => r.eval t) (Set.Icc (x i.castSucc) (x i.succ)) :=
      r.continuous.continuousOn
    rcases mul_neg_iff.mp hi with ⟨h1, h2⟩ | ⟨h1, h2⟩
    · have h0 : (0 : ℝ) ∈ Set.Ioo (r.eval (x i.succ)) (r.eval (x i.castSucc)) := ⟨h2, h1⟩
      obtain ⟨z, hz, hz0⟩ := intermediate_value_Ioo' hlt.le hc h0
      exact ⟨z, hz.1, hz.2, hz0⟩
    · have h0 : (0 : ℝ) ∈ Set.Ioo (r.eval (x i.castSucc)) (r.eval (x i.succ)) := ⟨h1, h2⟩
      obtain ⟨z, hz, hz0⟩ := intermediate_value_Ioo hlt.le hc h0
      exact ⟨z, hz.1, hz.2, hz0⟩
  choose z hz1 hz2 hz0 using hz
  have hmono : StrictMono z := by
    intro i j hij
    have hij' : (i : ℕ) < (j : ℕ) := hij
    have hle : x i.succ ≤ x j.castSucc :=
      hx.monotone (Fin.le_def.mpr (Nat.succ_le_of_lt hij'))
    linarith [hz2 i, hz1 j]
  -- `n + 1` distinct roots are too many
  have h0 : r = 0 := eq_zero_of_natDegree_lt_card_of_eval_eq_zero r hmono.injective hz0
    (by rw [Fintype.card_fin]; omega)
  have h1 : r.eval (x (0 : Fin (n + 1)).castSucc) * r.eval (x (0 : Fin (n + 1)).succ) < 0 :=
    h 0
  rw [h0] at h1
  simp at h1
```

A polynomial r of degree at most n cannot alternate at points x_0 < … < x_(n+1). `StrictMono x` expresses the ordering.

Suppose it did. By the intermediate value theorem, r has a root z_i with x_i < z_i < x_(i+1), for each i = 0, …, n. The two cases in the proof are a fall from positive to negative and a rise from negative to positive. For i < j,

z_i < x_(i+1) ≤ x_j < z_j,

so the n+1 roots are distinct (`hmono`). A polynomial of degree at most n with n+1 roots is zero (`h0`), which contradicts r(x_0) · r(x_1) < 0.

```lean
/-- Any values prescribed at no more than `n + 1` distinct points are matched by a
polynomial of degree at most `n`. -/
theorem exists_interpolant {m n : ℕ} {x : Fin m → ℝ} (hx : Function.Injective x)
    (s : Finset (Fin m)) (hs : s.card ≤ n + 1) (v : Fin m → ℝ) :
    ∃ g : ℝ[X], g.natDegree ≤ n ∧ ∀ i ∈ s, g.eval (x i) = v i := by
  have hinj : Set.InjOn x (s : Set (Fin m)) := hx.injOn
  refine ⟨Lagrange.interpolate s x v, ?_,
    fun i hi => Lagrange.eval_interpolate_at_node v hinj hi⟩
  have hd := Lagrange.degree_interpolate_lt v hinj
  refine natDegree_le_iff_coeff_eq_zero.mpr fun N hN =>
    coeff_eq_zero_of_degree_lt (hd.trans_le ?_)
  exact Nat.cast_le.mpr (by omega)
```

This is Lagrange interpolation. For a set s of at most n+1 indices and prescribed values v_i, the polynomial

g(y) = Σ_(i∈s) v_i Π_(j∈s, j≠i) (y − x_j)/(x_i − x_j)

has degree at most n and satisfies g(x_i) = v_i for i in s.

```lean
/-- A polynomial of degree at most `n` that nowhere opposes the signs of an alternating
pattern at `n + 2` increasing points is zero. -/
theorem eq_zero_of_sign_agreement {n : ℕ} {r : ℝ[X]} (hr : r.natDegree ≤ n)
    {x : Fin (n + 2) → ℝ} (hx : StrictMono x) {e : Fin (n + 2) → ℝ} (he : Alternates e)
    (h : ∀ i, 0 ≤ r.eval (x i) * e i) : r = 0 := by
  by_contra hne
  obtain ⟨k, hk⟩ : ∃ k, r.eval (x k) ≠ 0 := by
    by_contra hall
    exact hne (eq_zero_of_natDegree_lt_card_of_eval_eq_zero r hx.injective
      (fun i => not_not.mp fun hi => hall ⟨i, hi⟩) (by rw [Fintype.card_fin]; omega))
  have ha : 0 < r.eval (x k) * e k :=
    lt_of_le_of_ne (h k) (mul_ne_zero hk (he.ne_zero k)).symm
  -- follow the pattern at all nodes but `k`, and add a small multiple of this to `r`
  obtain ⟨g, hgdeg, hg⟩ := exists_interpolant (n := n) hx.injective (Finset.univ.erase k)
    (by rw [Finset.card_erase_of_mem (Finset.mem_univ k), Finset.card_univ,
          Fintype.card_fin]; omega) e
  obtain ⟨t, ht, hta⟩ : ∃ t : ℝ, 0 < t ∧ t * (|g.eval (x k) * e k| + 1) =
      r.eval (x k) * e k :=
    ⟨r.eval (x k) * e k / (|g.eval (x k) * e k| + 1), by positivity,
      div_mul_cancel₀ _ (by positivity)⟩
  have hpos : ∀ i, 0 < (r + C t * g).eval (x i) * e i := by
    intro i
    rw [eval_add, eval_mul, eval_C]
    by_cases hik : i = k
    · rw [hik]
      have hb : 0 < t * (|g.eval (x k) * e k| + 1 + g.eval (x k) * e k) :=
        mul_pos ht (by linarith [neg_abs_le (g.eval (x k) * e k)])
      linarith
    · rw [hg i (Finset.mem_erase.mpr ⟨hik, Finset.mem_univ i⟩)]
      have hsq : 0 < t * (e i * e i) := mul_pos ht (mul_self_pos.mpr (he.ne_zero i))
      linarith [h i]
  refine not_alternates_eval (natDegree_add_le_of_degree_le hr
    ((natDegree_C_mul_le t g).trans hgdeg)) hx fun i => ?_
  by_contra hc
  have h1 := mul_pos (hpos i.castSucc) (hpos i.succ)
  have h2 := mul_nonneg (not_lt.mp hc) (neg_nonneg.mpr (he i).le)
  linarith
```

Call the points x_0 < … < x_(n+1) nodes. Now let e alternate, and let r have degree at most n with r(x_i) · e_i ≥ 0 at every node. Then r = 0. The previous root count does not apply directly, because r may vanish at some nodes; a small correction removes those zeros.

Suppose r ≠ 0. It cannot vanish at all n+2 nodes, so r(x_k) ≠ 0 for some k, and a = r(x_k) · e_k is positive. Let g have degree at most n and equal e_i at the other n+1 nodes. Put b = g(x_k) · e_k and t = a/(|b| + 1) > 0. Then r + t·g satisfies

at i ≠ k: (r(x_i) + t·e_i) · e_i = r(x_i)·e_i + t·e_i² > 0,
at k: a + t·b = t·(|b| + 1 + b) ≥ t > 0.

These inequalities are `hpos`. So r + t·g has the sign of e_i at every node and therefore alternates. Its degree is at most n, which contradicts `not_alternates_eval`.

```lean
/-- If the error of `p` alternates at `n + 2` points, any other polynomial of degree at
most `n` has a strictly larger error than `p` at one of them. -/
theorem exists_error_lt {n : ℕ} (f : ℝ → ℝ) {p q : ℝ[X]} (hp : p.natDegree ≤ n)
    (hq : q.natDegree ≤ n) {x : Fin (n + 2) → ℝ} (hx : StrictMono x)
    (halt : Alternates (fun i => f (x i) - p.eval (x i))) (hqp : q ≠ p) :
    ∃ i, |f (x i) - p.eval (x i)| < |f (x i) - q.eval (x i)| := by
  by_contra hcon
  have hdeg : (q - p).natDegree ≤ n := (natDegree_sub_le q p).trans (max_le hq hp)
  refine hqp (sub_eq_zero.mp (eq_zero_of_sign_agreement hdeg hx halt fun i => ?_))
  have h2 := sq_le_sq.mpr (not_lt.mp fun hi => hcon ⟨i, hi⟩)
  show 0 ≤ (q - p).eval (x i) * (f (x i) - p.eval (x i))
  rw [eval_sub]
  nlinarith [h2, sq_nonneg (q.eval (x i) - p.eval (x i))]
```

Here p has degree at most n, and its error e_i = f(x_i) − p(x_i) is assumed to alternate. The claim is that any q ≠ p of degree at most n has a strictly larger absolute error than p at some node.

Suppose not, and set r = q − p. The error of q at x_i is e_i − r(x_i), so for every i

(e_i − r(x_i))² ≤ e_i², hence 2·e_i·r(x_i) ≥ r(x_i)² ≥ 0.

Thus r never opposes the signs of e. The preceding theorem gives r = 0, that is q = p, a contradiction. The final `nlinarith` carries out the algebra with the squares.

```lean
/-- De la Vallée-Poussin's bound: if the error of `p` alternates at `n + 2` points with size
at least `d`, every polynomial of degree at most `n` has error at least `d` at one of them. -/
theorem de_la_vallee_poussin {n : ℕ} (f : ℝ → ℝ) {p : ℝ[X]} (hp : p.natDegree ≤ n)
    {x : Fin (n + 2) → ℝ} (hx : StrictMono x) {d : ℝ}
    (halt : Alternates (fun i => f (x i) - p.eval (x i)))
    (hd : ∀ i, d ≤ |f (x i) - p.eval (x i)|) (q : ℝ[X]) (hq : q.natDegree ≤ n) :
    ∃ i, d ≤ |f (x i) - q.eval (x i)| := by
  by_cases hqp : q = p
  · exact ⟨0, by rw [hqp]; exact hd 0⟩
  · obtain ⟨i, hi⟩ := exists_error_lt f hp hq hx halt hqp
    exact ⟨i, (hd i).trans hi.le⟩
```

Let p again have degree at most n and an alternating error. If, in addition, |e_i| ≥ d at all nodes, then every q of degree at most n has error at least d at one of them. For q = p any node will do, and the proof takes x_0; otherwise the previous theorem supplies the node. Nothing is assumed about f, not even continuity, and d need not be positive, though only then does the bound say anything.

For a small instance, take f(y) = 1/y, n = 1 and the line p(y) = 1.1 − y/4. At y = 1, 2, 4 its errors are

1 − 0.85 = 0.15, 0.5 − 0.6 = −0.1, 0.25 − 0.1 = 0.15.

They alternate, and the smallest size is 0.1. So every line misses 1/y by at least 0.1 at one of these three points.

```lean
/-- If the error of `p` on `K` is largest at `n + 2` points of `K` where it alternates, any
other polynomial of degree at most `n` has somewhere on `K` an error above all those of `p`. -/
theorem unique_minimax {n : ℕ} (f : ℝ → ℝ) {K : Set ℝ} {p q : ℝ[X]}
    (hp : p.natDegree ≤ n) (hq : q.natDegree ≤ n) {x : Fin (n + 2) → ℝ} (hx : StrictMono x)
    (hxK : ∀ i, x i ∈ K) (halt : Alternates (fun i => f (x i) - p.eval (x i)))
    (hmax : ∀ i, ∀ y ∈ K, |f y - p.eval y| ≤ |f (x i) - p.eval (x i)|) (hqp : q ≠ p) :
    ∃ z ∈ K, ∀ y ∈ K, |f y - p.eval y| < |f z - q.eval z| := by
  obtain ⟨i, hi⟩ := exists_error_lt f hp hq hx halt hqp
  exact ⟨x i, hxK i, fun y hy => (hmax i y hy).trans_lt hi⟩
```

Keep the assumptions that p has degree at most n and that its error alternates at the nodes. Let K be any set of real numbers containing the nodes, and suppose that |f − p| attains its largest value on K at every node. Then any other q of degree at most n has, at some point of K, an error larger than every error of p on K. So, among polynomials of degree at most n, p is the unique one with the smallest maximum error on K. This is the sufficiency half of Chebyshev's equioscillation theorem: such a p is taken as given, and its existence is not established.

```lean
/-- The line `9/8 - y/4`. -/
noncomputable def denominatorLine : ℝ[X] := C (9 / 8) - C (1 / 4) * X
```

This defines the line 9/8 − y/4; `C` turns a number into a constant polynomial, and `X` is the variable.

```lean
/-- On `[1, 4]` the line `9/8 - y/4` approximates `1/y` to within `1/8`, and every other polynomial
of degree at most one errs by more than `1/8` somewhere. -/
theorem denominatorLine_minimax :
    (∀ y ∈ Set.Icc (1 : ℝ) 4, |1 / y - denominatorLine.eval y| ≤ 1 / 8) ∧
    ∀ q : ℝ[X], q.natDegree ≤ 1 → q ≠ denominatorLine →
      ∃ y ∈ Set.Icc (1 : ℝ) 4, 1 / 8 < |1 / y - q.eval y| := by
  have hev : ∀ y : ℝ, denominatorLine.eval y = 9 / 8 - 1 / 4 * y := by
    intro y
    simp only [denominatorLine, eval_sub, eval_mul, eval_C, eval_X]
  constructor
  · rintro y ⟨h1, h4⟩
    have hy : 0 < y := by linarith
    have e1 : 1 / y - (9 / 8 - 1 / 4 * y) = 1 / 8 - (y - 1) * (4 - y) / (4 * y) := by
      field_simp
      ring
    have e2 : 1 / y - (9 / 8 - 1 / 4 * y) = -(1 / 8) + (y - 2) ^ 2 / (4 * y) := by
      field_simp
      ring
    have p1 : 0 ≤ (y - 1) * (4 - y) / (4 * y) :=
      div_nonneg (mul_nonneg (by linarith) (by linarith)) (by linarith)
    have p2 : 0 ≤ (y - 2) ^ 2 / (4 * y) := by positivity
    rw [hev, abs_le]
    constructor <;> linarith
  · intro q hq hne
    have hp : denominatorLine.natDegree ≤ 1 :=
      (natDegree_sub_le _ _).trans (max_le (by rw [natDegree_C]; omega)
        ((natDegree_C_mul_le _ _).trans natDegree_X_le))
    -- the error is `1/8, -1/8, 1/8` at the nodes `1, 2, 4`
    have hx : StrictMono (![1, 2, 4] : Fin 3 → ℝ) := by
      refine Fin.strictMono_iff_lt_succ.mpr fun i => ?_
      fin_cases i
      · show (1 : ℝ) < 2
        norm_num
      · show (2 : ℝ) < 4
        norm_num
    obtain ⟨i, hi⟩ := exists_error_lt (n := 1) (fun y => 1 / y) hp hq hx (by
      intro i
      fin_cases i
      · show (1 / (1 : ℝ) - denominatorLine.eval 1) * (1 / 2 - denominatorLine.eval 2) < 0
        rw [hev, hev]
        norm_num
      · show (1 / (2 : ℝ) - denominatorLine.eval 2) * (1 / 4 - denominatorLine.eval 4) < 0
        rw [hev, hev]
        norm_num) hne
    fin_cases i
    · refine ⟨1, ⟨by norm_num, by norm_num⟩, lt_of_le_of_lt ?_ hi⟩
      show (1 / 8 : ℝ) ≤ |1 / 1 - denominatorLine.eval 1|
      rw [hev]
      exact le_abs.mpr (Or.inl (by norm_num))
    · refine ⟨2, ⟨by norm_num, by norm_num⟩, lt_of_le_of_lt ?_ hi⟩
      show (1 / 8 : ℝ) ≤ |1 / 2 - denominatorLine.eval 2|
      rw [hev]
      exact le_abs.mpr (Or.inr (by norm_num))
    · refine ⟨4, ⟨by norm_num, by norm_num⟩, lt_of_le_of_lt ?_ hi⟩
      show (1 / 8 : ℝ) ≤ |1 / 4 - denominatorLine.eval 4|
      rw [hev]
      exact le_abs.mpr (Or.inl (by norm_num))

end AlternationLowerBound
```

For denominators in [1, 4], this line has error at most 1/8, and every other polynomial of degree at most one does worse somewhere. The first part follows from two ways of writing the error, `e1` and `e2`:

1/y − (9/8 − y/4) = 1/8 − (y − 1)(4 − y)/(4y) = −1/8 + (y − 2)²/(4y).

On [1, 4] both fractions are nonnegative, so the error lies between −1/8 and 1/8. At y = 1, 2, 4 it equals 1/8, −1/8, 1/8. It alternates there, and `exists_error_lt` gives the second part; `fin_cases` checks the three nodes one by one.

For an approximation to 1/y by a single polynomial in y, such a bound limits how far the largest error could still be reduced without raising the degree.

```lean
#print axioms AlternationLowerBound.exists_error_lt
#print axioms AlternationLowerBound.de_la_vallee_poussin
#print axioms AlternationLowerBound.unique_minimax
#print axioms AlternationLowerBound.denominatorLine_minimax
```

```
'AlternationLowerBound.exists_error_lt' depends on axioms: [propext, Classical.choice, Quot.sound]
'AlternationLowerBound.de_la_vallee_poussin' depends on axioms: [propext, Classical.choice, Quot.sound]
'AlternationLowerBound.unique_minimax' depends on axioms: [propext, Classical.choice, Quot.sound]
'AlternationLowerBound.denominatorLine_minimax' depends on axioms: [propext, Classical.choice, Quot.sound]
```
